# Moving the phase exp(iqχ/ħ) through the kinetic momentum replaces A by A − ∇χ

Applying the kinetic momentum -iħ∇ - qA to exp(iqχ/ħ)ψ gives the same result as applying -iħ∇ - q(A - ∇χ) to ψ and then multiplying by the phase. The declaration states this for each of the three components at a point x, with ħ a nonzero real number, q real, and χ and ψ differentiable at x. The wavefunction ψ is a complex function of one position in three-dimensional space and need not be normalised, and nothing is assumed about the smoothness of A. The attempt computes the derivative of the product exp(iqχ/ħ)ψ by the chain and product rules, then finishes by algebra, using ħ(q/ħ) = q and i² = -1.

In Lean, a first try:

```lean
import Mathlib

open Matrix ComplexConjugate

namespace KineticMomentumPhase

noncomputable section

/-- Vectors in three-dimensional space. -/
abbrev Vec := Fin 3 → ℝ

/-- The gradient of a scalar field. -/
def grad (f : Vec → ℝ) (x : Vec) : Vec := fun i => fderiv ℝ f x (Pi.single i 1)

/-- The canonical momentum `-iħ∇` applied to a wavefunction. -/
def momentum (hbar : ℝ) (ψ : Vec → ℂ) (x : Vec) (i : Fin 3) : ℂ :=
  -Complex.I * hbar * fderiv ℝ ψ x (Pi.single i 1)

/-- The kinetic momentum `-iħ∇ - qA` applied to a wavefunction. -/
def kineticMomentum (hbar q : ℝ) (A : Vec → Vec) (ψ : Vec → ℂ) (x : Vec) (i : Fin 3) : ℂ :=
  momentum hbar ψ x i - q * A x i * ψ x

/-- The phase factor `exp(iqχ/ħ)` of a gauge function `χ`, for nonzero `ħ`. -/
def phase (hbar q : ℝ) (χ : Vec → ℝ) (x : Vec) : ℂ :=
  Complex.exp (((q / hbar * χ x : ℝ) : ℂ) * Complex.I)

/-- For nonzero `ħ` and differentiable `χ` and `ψ`, moving the phase `exp(iqχ/ħ)` through the
kinetic momentum replaces `A` by `A - ∇χ`. -/
theorem kineticMomentum_phase {hbar : ℝ} (hh : hbar ≠ 0) (q : ℝ) (A : Vec → Vec)
    {χ : Vec → ℝ} {ψ : Vec → ℂ} {x : Vec} (hχ : DifferentiableAt ℝ χ x)
    (hψ : DifferentiableAt ℝ ψ x) (i : Fin 3) :
    kineticMomentum hbar q A (fun y => phase hbar q χ y * ψ y) x i =
      phase hbar q χ x * kineticMomentum hbar q (fun y => A y - grad χ y) ψ x i := by
  have h1 : HasFDerivAt (fun y => ((q / hbar * χ y : ℝ) : ℂ))
      (Complex.ofRealCLM.comp ((q / hbar) • fderiv ℝ χ x)) x :=
    Complex.ofRealCLM.hasFDerivAt.comp x (hχ.hasFDerivAt.const_mul (q / hbar))
  have h2 : HasFDerivAt (fun y => phase hbar q χ y * ψ y) _ x :=
    (h1.mul_const Complex.I).cexp.mul hψ.hasFDerivAt
  have h3 : fderiv ℝ (fun y => phase hbar q χ y * ψ y) x (Pi.single i 1) =
      phase hbar q χ x * fderiv ℝ ψ x (Pi.single i 1) +
        ψ x * (phase hbar q χ x * (Complex.I * ((q / hbar : ℝ) * (grad χ x i : ℝ)))) := by
    rw [h2.fderiv]
    simp [phase, grad]
    ring
  have hk : (hbar : ℂ) * ((q / hbar : ℝ) : ℂ) = q := by
    rw [← Complex.ofReal_mul, mul_div_cancel₀ q hh]
  simp only [kineticMomentum, momentum, h3, Pi.sub_apply, Complex.ofReal_sub]
  linear_combination (phase hbar q χ x * ψ x * (grad χ x i : ℂ)) * hk -
    ((hbar : ℂ) * ((q / hbar : ℝ) : ℂ) * phase hbar q χ x * ψ x * (grad χ x i : ℂ)) *
      Complex.I_sq

end

end KineticMomentumPhase
```

Messages:

```
Main.lean:44:4: error: No goals to be solved
```

Diagnosis. The message "No goals to be solved" points at the `ring` that ends the proof of `h3`, the formula for the derivative of the phase times ψ. It means that no goal was left when `ring` was reached.

The step before it had already finished the proof. After `rw [h2.fderiv]` puts in the derivative given by the chain and product rules, `simp [phase, grad]` unfolds the two definitions and simplifies the equation until it is closed. The `ring` was there to rearrange whatever products and sums `simp` might leave, but it left none, and Lean reports an error when `ring` is run with no goal.

The diff deletes that one line, so the proof of `h3` ends with `simp`. The formula itself was correct, and neither the theorem's statement nor the rest of its proof changes.

As a diff, the version that Lean accepts:

```diff
@@ -42,5 +42,4 @@
     rw [h2.fderiv]
     simp [phase, grad]
-    ring
   have hk : (hbar : ℂ) * ((q / hbar : ℝ) : ℂ) = q := by
     rw [← Complex.ofReal_mul, mul_div_cancel₀ q hh]
```
